# One-loop vacuum polarization in QED₃: massive closed form and the massless limit $Ne^2p/8$

The setting is three-dimensional Euclidean spacetime with $\hbar=c=1$. There are $N$ flavours of four-component fermions with parity-conserving mass $m$ and charge $e$, and $p$ is the magnitude of the photon momentum. The scalar $\Pi(p)$ multiplies the transverse tensor $p^2\delta_{\mu\nu}-p_\mu p_\nu$, with the sign for which the transverse part of the inverse photon propagator is proportional to $p^2+p^2\Pi(p)$. The vacuum polarization computed here is the product $p^2\Pi(p)$, and it is this product that tends to $Ne^2p/8$ as $m\to0$.

```lean
import Mathlib

open Set Filter
open scoped Real Topology

namespace QED3Polarization

noncomputable section
```

These lines load the mathematical library Mathlib and open its notation for sets, limits and $\pi$.

```lean
/-- The Euclidean loop integral of `1 / (l² + Δ)²` over `d³l / (2π)³`, written as a radial
integral after the angular integration. -/
def loopIntegral (Δ : ℝ) : ℝ :=
  1 / (2 * π ^ 2) * ∫ l in Ioi (0 : ℝ), l ^ 2 / (l ^ 2 + Δ) ^ 2
```

For $\Delta>0$ this is the loop integral

$$\int\frac{d^3l}{(2\pi)^3}\frac{1}{(l^2+\Delta)^2}=\frac{1}{2\pi^2}\int_0^\infty\frac{l^2\,dl}{(l^2+\Delta)^2}.$$

The angular integration has supplied $4\pi$, and $4\pi/(2\pi)^3=1/(2\pi^2)$. In Lean, `Ioi 0` is the open half-line $(0,\infty)$.

```lean
/-- The one-loop vacuum polarization `p² Π(p)` of `N` four-component fermions of mass `m` and
charge `e` in three Euclidean dimensions, in gauge-invariant Feynman-parameter form. -/
def polarization (N : ℕ) (e m p : ℝ) : ℝ :=
  8 * N * e ^ 2 * p ^ 2 *
    ∫ x in (0 : ℝ)..1, x * (1 - x) * loopIntegral (m ^ 2 + x * (1 - x) * p ^ 2)
```

With $\Delta(x)=m^2+x(1-x)p^2$ and Feynman parameter $x$, `polarization N e m p` is

$$p^2\Pi(p)=8Ne^2p^2\int_0^1 x(1-x)\int\frac{d^3l}{(2\pi)^3}\frac{1}{(l^2+\Delta(x))^2}\,dx.$$

This is the starting point: the Dirac trace, the gauge-invariant regularization and the transverse tensor structure are assumed in the definition and not derived. Higher loops are absent.

## The loop integral

```lean
/-- The radial loop integral with mass scale `a` equals `π / (4a)`. -/
theorem radial_integral {a : ℝ} (ha : 0 < a) :
    ∫ l in Ioi (0 : ℝ), l ^ 2 / (l ^ 2 + a ^ 2) ^ 2 = π / (4 * a) := by
  -- an explicit primitive of the radial integrand
  have hder : ∀ l ∈ Ici (0 : ℝ), HasDerivAt
      (fun y : ℝ => Real.arctan (y / a) / (2 * a) - y / (2 * (y ^ 2 + a ^ 2)))
      (l ^ 2 / (l ^ 2 + a ^ 2) ^ 2) l := by
    intro l _
    have hq : l ^ 2 + a ^ 2 ≠ 0 := by positivity
    have h1 := ((hasDerivAt_id' l).div_const a).arctan
    have h2 : HasDerivAt (fun y : ℝ => 2 * (y ^ 2 + a ^ 2)) (2 * (2 * l)) l :=
      ((((hasDerivAt_id' l).fun_pow 2).add_const (a ^ 2)).const_mul (2 : ℝ)).congr_deriv
        (by norm_num)
    have h3 := (h1.div_const (2 * a)).fun_sub
      ((hasDerivAt_id' l).fun_div h2 (mul_ne_zero two_ne_zero hq))
    refine h3.congr_deriv ?_
    have e : 1 + (l / a) ^ 2 = (l ^ 2 + a ^ 2) / a ^ 2 := by
      rw [div_pow, eq_div_iff (by positivity), add_mul, div_mul_cancel₀ _ (by positivity)]
      ring
    rw [e]
    field_simp
    ring
  -- its value at infinite loop momentum
  have hA : Tendsto (fun y : ℝ => Real.arctan (y / a) / (2 * a)) atTop
      (𝓝 (π / 2 / (2 * a))) :=
    ((Real.tendsto_arctan_atTop.mono_right nhdsWithin_le_nhds).comp
      (tendsto_id.atTop_div_const ha)).div_const (2 * a)
  have hB : Tendsto (fun y : ℝ => y / (2 * (y ^ 2 + a ^ 2))) atTop (𝓝 0) := by
    refine squeeze_zero' ?_ ?_ tendsto_inv_atTop_zero
    · filter_upwards [eventually_gt_atTop (0 : ℝ)] with y hy
      positivity
    · filter_upwards [eventually_gt_atTop (0 : ℝ)] with y hy
      rw [← one_div, div_le_div_iff₀ (by positivity) hy]
      nlinarith [sq_nonneg y, sq_nonneg a]
  have hlim := hA.sub hB
  rw [sub_zero] at hlim
  have h := MeasureTheory.integral_Ioi_of_hasDerivAt_of_nonneg' hder
    (fun l _ => by positivity) hlim
  rw [h]
  simp only [zero_div, Real.arctan_zero, sub_zero]
  ring
```

The hypothesis `ha` says $a>0$, and the claim is $\int_0^\infty l^2/(l^2+a^2)^2\,dl=\pi/(4a)$. By hand, take

$$F(l)=\frac{1}{2a}\arctan\frac{l}{a}-\frac{l}{2(l^2+a^2)}.$$

Its derivative is

$$F'(l)=\frac{1}{2(l^2+a^2)}-\frac{a^2-l^2}{2(l^2+a^2)^2}=\frac{l^2}{(l^2+a^2)^2}.$$

Since $F(0)=0$ and $F(l)\to\pi/(4a)$ as $l\to\infty$, the result follows.

In the proof, `hder` is the derivative; `HasDerivAt f d x` means that $f$ has derivative $d$ at $x$. The steps `hA` and `hB` give the limits of the two terms of $F$. The library theorem then applied uses the nonnegative integrand and the finite limit of $F$ to establish convergence as well as the value.

```lean
/-- In three dimensions the loop integral equals `1 / (8π√Δ)`. -/
theorem loopIntegral_eq {Δ : ℝ} (hΔ : 0 < Δ) :
    loopIntegral Δ = 1 / (8 * π * √Δ) := by
  have hs : 0 < √Δ := Real.sqrt_pos.2 hΔ
  have key := radial_integral hs
  rw [Real.sq_sqrt hΔ.le] at key
  rw [loopIntegral, key, div_mul_div_comm, div_eq_div_iff (by positivity) (by positivity)]
  ring
```

Setting $a=\sqrt\Delta$ gives

$$\frac{1}{2\pi^2}\,\frac{\pi}{4\sqrt\Delta}=\frac{1}{8\pi\sqrt\Delta}.$$

## The Feynman-parameter integral

```lean
/-- For a massive fermion, `m² + x(1-x)p²` is positive on the whole Feynman-parameter
interval. -/
theorem massSq_pos {m : ℝ} (hm : 0 < m) (p : ℝ) {x : ℝ} (hx : x ∈ uIcc (0 : ℝ) 1) :
    0 < m ^ 2 + x * (1 - x) * p ^ 2 := by
  rw [uIcc_of_le zero_le_one] at hx
  have h1 := mul_nonneg (mul_nonneg hx.1 (sub_nonneg.2 hx.2)) (sq_nonneg p)
  have h2 := pow_pos hm 2
  linarith
```

For $0\le x\le1$ the term $x(1-x)p^2$ is nonnegative, so $m>0$ makes $\Delta(x)$ positive, endpoints included. `uIcc 0 1` is the closed interval $[0,1]$.

```lean
/-- An explicit primitive, in the Feynman parameter `x`, of `p² x(1-x) / √(m² + x(1-x)p²)`, where
`p` and the argument of the root are positive. -/
theorem hasDerivAt_primitive {m p x : ℝ} (hp : 0 < p)
    (hΔ : 0 < m ^ 2 + x * (1 - x) * p ^ 2) :
    HasDerivAt (fun y : ℝ => (y - 1 / 2) * √(m ^ 2 + y * (1 - y) * p ^ 2) / 2 +
        (p ^ 2 - 4 * m ^ 2) / (8 * p) *
          Real.arctan (p * (y - 1 / 2) / √(m ^ 2 + y * (1 - y) * p ^ 2)))
      (p ^ 2 * (x * (1 - x) / √(m ^ 2 + x * (1 - x) * p ^ 2))) x := by
  have hD : HasDerivAt (fun y : ℝ => m ^ 2 + y * (1 - y) * p ^ 2) ((1 - 2 * x) * p ^ 2) x :=
    ((((hasDerivAt_id' x).fun_mul ((hasDerivAt_id' x).const_sub 1)).mul_const
      (p ^ 2)).const_add (m ^ 2)).congr_deriv (by ring)
  have hs := hD.sqrt hΔ.ne'
  have hpos := Real.sqrt_pos.2 hΔ
  have hsq := Real.sq_sqrt hΔ.le
  have hu : HasDerivAt (fun y : ℝ => y - 1 / 2) 1 x := (hasDerivAt_id' x).sub_const (1 / 2)
  have h := ((hu.fun_mul hs).div_const 2).fun_add
    ((((hu.const_mul p).fun_div hs hpos.ne').arctan).const_mul
      ((p ^ 2 - 4 * m ^ 2) / (8 * p)))
  refine h.congr_deriv ?_
  generalize √(m ^ 2 + x * (1 - x) * p ^ 2) = s at hpos hsq ⊢
  have hB : s ^ 2 + p ^ 2 * (x - 1 / 2) ^ 2 ≠ 0 := by positivity
  -- the arctangent contributes `p / s`
  have e1 : 1 + (p * (x - 1 / 2) / s) ^ 2 = (s ^ 2 + p ^ 2 * (x - 1 / 2) ^ 2) / s ^ 2 := by
    rw [div_pow, eq_div_iff (by positivity), add_mul, div_mul_cancel₀ _ (by positivity)]
    ring
  have e2 : p * 1 * s - p * (x - 1 / 2) * ((1 - 2 * x) * p ^ 2 / (2 * s)) =
      p * (s ^ 2 + p ^ 2 * (x - 1 / 2) ^ 2) / s := by
    field_simp
    ring
  have e3 : ∀ B : ℝ, B ≠ 0 → 1 / (B / s ^ 2) * (p * B / s / s ^ 2) = p / s := by
    intro B hB
    field_simp
  have hm : m ^ 2 = s ^ 2 - x * (1 - x) * p ^ 2 := by linarith
  rw [e1, e2, e3 _ hB, hm]
  field_simp
  ring
```

Write $u=x-\tfrac12$ and $s=\sqrt{\Delta(x)}$. The proposed primitive is

$$G(x)=\frac{us}{2}+\frac{p^2-4m^2}{8p}\arctan\frac{pu}{s}.$$

Because $s'=-p^2u/s$, the two pieces have derivatives

$$(us)'=\frac{s^2-p^2u^2}{s},\qquad
\left(\arctan\frac{pu}{s}\right)'=\frac{s^2}{s^2+p^2u^2}\cdot\frac{p(s^2+p^2u^2)}{s^3}=\frac ps.$$

Therefore

$$G'(x)=\frac1s\left[\frac{s^2-m^2}{2}-\frac{p^2u^2}{2}+\frac{p^2}{8}\right].$$

Inserting $s^2-m^2=x(1-x)p^2=\tfrac14p^2-p^2u^2$ turns the bracket into $p^2x(1-x)$, as required. In Lean, `e1`, `e2` and `e3` produce the factor $p/s$, `hm` eliminates $m^2$, and `field_simp` and `ring` finish the algebra.

```lean
/-- For `m > 0`, the function `x(1-x) / √(m² + x(1-x)p²)` is integrable over the Feynman-parameter
interval. -/
theorem integrand_integrable {m : ℝ} (hm : 0 < m) (p : ℝ) :
    IntervalIntegrable (fun x : ℝ => x * (1 - x) / √(m ^ 2 + x * (1 - x) * p ^ 2))
      MeasureTheory.volume 0 1 :=
  ContinuousOn.intervalIntegrable (ContinuousOn.div (by fun_prop) (by fun_prop)
    (fun _ hx => (Real.sqrt_pos.2 (massSq_pos hm p hx)).ne'))
```

The integrand is continuous on $[0,1]$ because its denominator never vanishes there, so it is integrable.

```lean
/-- Closed form of `p²` times the Feynman-parameter integral, for fermion mass `m` and momentum `p`.
-/
theorem feynman_integral {m p : ℝ} (hm : 0 < m) (hp : 0 < p) :
    p ^ 2 * ∫ x in (0 : ℝ)..1, x * (1 - x) / √(m ^ 2 + x * (1 - x) * p ^ 2) =
      1 / 4 * (2 * m + (p ^ 2 - 4 * m ^ 2) / p * Real.arctan (p / (2 * m))) := by
  rw [← intervalIntegral.integral_const_mul,
    intervalIntegral.integral_eq_sub_of_hasDerivAt
      (fun x hx => hasDerivAt_primitive hp (massSq_pos hm p hx))
      ((integrand_integrable hm p).const_mul (p ^ 2))]
  -- at both endpoints the square root reduces to the mass
  have e1 : √(m ^ 2 + 1 * (1 - 1) * p ^ 2) = m := by
    rw [show m ^ 2 + 1 * (1 - 1) * p ^ 2 = m ^ 2 by ring, Real.sqrt_sq hm.le]
  have e0 : √(m ^ 2 + 0 * (1 - 0) * p ^ 2) = m := by
    rw [show m ^ 2 + 0 * (1 - 0) * p ^ 2 = m ^ 2 by ring, Real.sqrt_sq hm.le]
  rw [e1, e0, show p * (1 - 1 / 2) / m = p / (2 * m) by ring,
    show p * (0 - 1 / 2) / m = -(p / (2 * m)) by ring, Real.arctan_neg]
  ring
```

For $m,p>0$ the theorem states

$$p^2\int_0^1\frac{x(1-x)}{\sqrt{\Delta(x)}}\,dx=\frac14\left[2m+\frac{p^2-4m^2}{p}\arctan\frac{p}{2m}\right].$$

At both endpoints $s=m$, while $u=\pm\tfrac12$. Since arctangent is odd,

$$G(1)-G(0)=\frac m2+\frac{p^2-4m^2}{4p}\arctan\frac{p}{2m},$$

which is the right-hand side. The proof applies the fundamental theorem of calculus and then simplifies the endpoints with `e1` and `e0`.

```lean
/-- For `m > 0`, the polarization is `N e² p² / π` times the Feynman-parameter integral of `x(1-x) /
√(m² + x(1-x)p²)`. -/
theorem polarization_eq_feynman (N : ℕ) (e : ℝ) {m : ℝ} (hm : 0 < m) (p : ℝ) :
    polarization N e m p = N * e ^ 2 / π *
      (p ^ 2 * ∫ x in (0 : ℝ)..1, x * (1 - x) / √(m ^ 2 + x * (1 - x) * p ^ 2)) := by
  have h : ∫ x in (0 : ℝ)..1, x * (1 - x) * loopIntegral (m ^ 2 + x * (1 - x) * p ^ 2) =
      ∫ x in (0 : ℝ)..1, 1 / (8 * π) * (x * (1 - x) / √(m ^ 2 + x * (1 - x) * p ^ 2)) := by
    refine intervalIntegral.integral_congr (fun x hx => ?_)
    simp only [loopIntegral_eq (massSq_pos hm p hx)]
    ring
  rw [polarization, h, intervalIntegral.integral_const_mul]
  ring
```

Replacing the loop integral by $1/(8\pi\sqrt{\Delta(x)})$ cancels the 8 and leaves

$$p^2\Pi(p)=\frac{Ne^2}{\pi}\,p^2\int_0^1\frac{x(1-x)}{\sqrt{\Delta(x)}}\,dx.$$

The replacement is made pointwise under the integral by `integral_congr`. For $p>0$, inserting `feynman_integral` gives the closed form of the massive polarization,

$$p^2\Pi(p)=\frac{Ne^2}{4\pi}\left[2m+\frac{p^2-4m^2}{p}\arctan\frac{p}{2m}\right].$$

## The massless limit

```lean
/-- As the fermion mass tends to zero from above, `p²` times the Feynman-parameter integral tends to
`πp/8`. -/
theorem feynman_integral_massless {p : ℝ} (hp : 0 < p) :
    Tendsto (fun m : ℝ => p ^ 2 *
        ∫ x in (0 : ℝ)..1, x * (1 - x) / √(m ^ 2 + x * (1 - x) * p ^ 2))
      (𝓝[>] 0) (𝓝 (π * p / 8)) := by
  have hA : Continuous (fun m : ℝ => Real.arctan (2 * m / p)) :=
    Real.continuous_arctan.comp (by fun_prop)
  have hc : Continuous (fun m : ℝ => 1 / 4 * (2 * m + (p ^ 2 - 4 * m ^ 2) / p *
      (π / 2 - Real.arctan (2 * m / p)))) :=
    continuous_const.mul (Continuous.add (by fun_prop)
      (Continuous.mul (by fun_prop) (continuous_const.sub hA)))
  have hv : 1 / 4 * (2 * (0 : ℝ) + (p ^ 2 - 4 * (0 : ℝ) ^ 2) / p *
      (π / 2 - Real.arctan (2 * 0 / p))) = π * p / 8 := by
    rw [show (p ^ 2 - 4 * (0 : ℝ) ^ 2) / p = p by rw [div_eq_iff hp.ne']; ring,
      mul_zero, zero_div, Real.arctan_zero]
    ring
  have h0 := (hc.tendsto 0).mono_left (nhdsWithin_le_nhds (s := Ioi 0))
  beta_reduce at h0
  rw [hv] at h0
  refine h0.congr' ?_
  filter_upwards [self_mem_nhdsWithin] with m hm
  have hm' : 0 < m := hm
  -- reflect the arctangent to an argument that vanishes with the mass
  rw [feynman_integral hm' hp, show p / (2 * m) = (2 * m / p)⁻¹ from (inv_div _ _).symm,
    Real.arctan_inv_of_pos (by positivity)]
```

`Tendsto` expresses a limit, and `𝓝[>] 0` says that $m$ approaches zero through positive values. For such $m$, $\arctan(p/2m)=\pi/2-\arctan(2m/p)$, so the closed form becomes

$$\frac14\left[2m+\frac{p^2-4m^2}{p}\left(\frac\pi2-\arctan\frac{2m}{p}\right)\right]\longrightarrow\frac{\pi p}{8}.$$

The proof establishes continuity of this expression (`hc`), evaluates it at zero (`hv`), and identifies it with the integral for $m>0$.

```lean
/-- As the fermion mass tends to zero from above, the vacuum polarization tends to
`N e² p / 8`. -/
theorem polarization_massless (N : ℕ) (e : ℝ) {p : ℝ} (hp : 0 < p) :
    Tendsto (fun m : ℝ => polarization N e m p) (𝓝[>] 0) (𝓝 (N * e ^ 2 * p / 8)) := by
  have h := (feynman_integral_massless hp).const_mul (N * e ^ 2 / π)
  have hv : N * e ^ 2 / π * (π * p / 8) = N * e ^ 2 * p / 8 := by
    have hpi := Real.pi_ne_zero
    field_simp
  rw [hv] at h
  refine h.congr' ?_
  filter_upwards [self_mem_nhdsWithin] with m hm
  exact (polarization_eq_feynman N e hm p).symm
```

Multiplication by $Ne^2/\pi$ gives $p^2\Pi(p)\to Ne^2p/8$. In this one-loop massless model, with $N\ge1$ and $e\ne0$, the linear term dominates $p^2$ in the inverse photon propagator at small momentum, so screening changes the long-distance interaction.

The massless theory could also have been modelled by setting $m=0$ at the start. The integrand then reduces to $p\sqrt{x(1-x)}$ for $0<x<1$, and the area of a half-disc of radius $\tfrac12$ gives $\pi p/8$. That route is shorter, but it does not describe the approach from finite mass.

## Bounds at finite mass

```lean
/-- Lower and upper bounds on the vacuum polarization of fermions of mass `m` at
momentum `p`. -/
theorem polarization_bounds (N : ℕ) (e : ℝ) {m : ℝ} (hm : 0 < m) (p : ℝ) :
    N * e ^ 2 * p ^ 2 / (6 * π * √(m ^ 2 + p ^ 2 / 4)) ≤ polarization N e m p ∧
      polarization N e m p ≤ N * e ^ 2 * p ^ 2 / (6 * π * m) := by
  have hI : ∀ c : ℝ, ∫ x in (0 : ℝ)..1, x * (1 - x) / c = 1 / 6 / c := by
    intro c
    have h : ∫ x in (0 : ℝ)..1, x * (1 - x) = 1 / 6 := by
      have hx : ∀ x : ℝ, x * (1 - x) = x - x ^ 2 := fun x => by ring
      simp only [hx]
      rw [intervalIntegral.integral_sub (Continuous.intervalIntegrable (by fun_prop) _ _)
        (Continuous.intervalIntegrable (by fun_prop) _ _), integral_id, integral_pow]
      norm_num
    rw [intervalIntegral.integral_div, h]
  have hint : ∀ c : ℝ, IntervalIntegrable (fun x : ℝ => x * (1 - x) / c)
      MeasureTheory.volume 0 1 := fun c => Continuous.intervalIntegrable (by fun_prop) _ _
  have hK : 0 ≤ N * e ^ 2 / π := by positivity
  rw [polarization_eq_feynman N e hm p]
  constructor
  · -- the squared mass scale is largest at `x = 1/2`
    have h := intervalIntegral.integral_mono_on zero_le_one
      (hint √(m ^ 2 + p ^ 2 / 4)) (integrand_integrable hm p) (fun x hx =>
        div_le_div_of_nonneg_left (mul_nonneg hx.1 (sub_nonneg.2 hx.2))
          (Real.sqrt_pos.2 (massSq_pos hm p (by rwa [uIcc_of_le zero_le_one])))
          (Real.sqrt_le_sqrt (by nlinarith [sq_nonneg ((x - 1 / 2) * p)])))
    rw [hI] at h
    calc _ = N * e ^ 2 / π * (p ^ 2 * (1 / 6 / √(m ^ 2 + p ^ 2 / 4))) := by ring
      _ ≤ _ := mul_le_mul_of_nonneg_left (mul_le_mul_of_nonneg_left h (sq_nonneg p)) hK
  · -- and smallest at the endpoints
    have h := intervalIntegral.integral_mono_on zero_le_one
      (integrand_integrable hm p) (hint m) (fun x hx =>
        div_le_div_of_nonneg_left (mul_nonneg hx.1 (sub_nonneg.2 hx.2)) hm
          ((Real.le_sqrt' hm).2 (by
            have := mul_nonneg (mul_nonneg hx.1 (sub_nonneg.2 hx.2)) (sq_nonneg p)
            linarith)))
    rw [hI] at h
    calc _ ≤ N * e ^ 2 / π * (p ^ 2 * (1 / 6 / m)) :=
          mul_le_mul_of_nonneg_left (mul_le_mul_of_nonneg_left h (sq_nonneg p)) hK
      _ = _ := by ring

end

end QED3Polarization
```

For $m>0$ and every real $p$,

$$\frac{Ne^2p^2}{6\pi\sqrt{m^2+p^2/4}}\le p^2\Pi(p)\le\frac{Ne^2p^2}{6\pi m}.$$

Since $0\le x(1-x)\le\tfrac14$, we have $m^2\le\Delta(x)\le m^2+p^2/4$. Replacing $\sqrt{\Delta(x)}$ by its largest and smallest bounds, and using $\int_0^1x(1-x)\,dx=\tfrac16$, gives the two sides. In Lean, `hI` evaluates the elementary integral and `integral_mono_on` carries the pointwise inequalities through the integration.

At $p=0$ all three expressions vanish. As $p\to0$ at fixed $m$, the bounds squeeze $\Pi(p)$ to $Ne^2/(6\pi m)$, so for $N\ge1$ and $e\ne0$ the massive polarization $p^2\Pi(p)$ starts quadratically in $p$, in contrast to the linear massless result.

```lean
#print axioms QED3Polarization.polarization_massless
-- 'QED3Polarization.polarization_massless' depends on axioms: [propext, Classical.choice, Quot.sound]
#print axioms QED3Polarization.polarization_bounds
-- 'QED3Polarization.polarization_bounds' depends on axioms: [propext, Classical.choice, Quot.sound]
```
